# Zero-rest-length springs pull an evenly spaced band inside a circular valley by about $kRt^2/c$ at small image angle $t$

Place the images of a plain elastic band at angles $jt$, $j\in\mathbb Z$, on a circle of radius $r>0$. Join neighbours by springs of constant $k\ge 0$ and zero rest length, and let a valley force $c(R-r)$ with $c,R>0$ act on each image along the outward radius. All images are in equilibrium exactly when

$$r=r_*(t)=\frac{cR}{c+2k(1-\cos t)},\qquad\text{and}\qquad \frac{R-r_*(t)}{t^2}\to\frac{kR}{c}\quad (t\to0,\ t\neq0).$$

Here $R$ is the radius of the valley floor, which plays the part of the curved path that the band should follow. The constant $c$ is the curvature of the potential across that path. For $k>0$ and $\cos t\ne1$ the band lies strictly inside the floor, by at most $kRt^2/c$.

## The spring component that a nudged band removes

A plain band adds the full spring force to the full force of the potential. In this planar, harmonic, evenly spaced model the net spring force is perpendicular to the path, and it alone displaces the band from the floor, an effect known as corner cutting. The nudged elastic band method projects out this perpendicular component.

The formula also gives a reference value for a band code. Take this valley as the potential, switch the projections off and use the full vector spring force $k(x_{j+1}-2x_j+x_{j-1})$, where $x_j$ is the position of image $j$. For a closed ring of $N\ge3$ images at angles $2\pi j/N$ and radius $r_*(2\pi/N)$, the total force on every image should then vanish up to rounding.

## Radial force balance and its small-angle limit

Write the plane as $\mathbb C$, with images $x_j=r e^{ijt}$. The valley energy is $V(z)=\tfrac c2(|z|-R)^2$. For $z\neq0$ and a direction $w$, let $z\cdot w=\operatorname{Re}z\operatorname{Re}w+\operatorname{Im}z\operatorname{Im}w$. The slope of $|z+sw|$ at $s=0$ is $z\cdot w/|z|$, so

$$\frac{d}{ds}V(z+sw)\Big|_{s=0}=c(|z|-R)\frac{z\cdot w}{|z|}=-F(z)\cdot w,\qquad F(z)=c(R-|z|)\frac{z}{|z|}.$$

The neighbours of $x_j$ are $e^{\pm it}x_j$. The two springs therefore give

$$k(x_{j+1}-x_j)+k(x_{j-1}-x_j)=k(e^{it}+e^{-it}-2)\,x_j=-2k(1-\cos t)\,x_j.$$

Since $|x_j|=r$, the total force is

$$\left[\frac{c(R-r)}{r}-2k(1-\cos t)\right]x_j .$$

The position $x_j$ is nonzero, so the force vanishes exactly when the bracket does. Multiplying by $r$ gives $cR=r\,[c+2k(1-\cos t)]$. The factor on the right is at least $c>0$, and division by it gives $r=r_*(t)$.

Subtraction from $R$ gives the inward shift:

$$R-r_*(t)=\frac{2kR(1-\cos t)}{c+2k(1-\cos t)}.$$

For $k,R>0$ and $\cos t\neq1$ this is positive. The inequality $1-\cos t\le t^2/2$ bounds the numerator by $kRt^2$, and the denominator is at least $c$, so the shift is at most $kRt^2/c$.

For the limit, set $\operatorname{sinc}u=\sin u/u$ for $u\ne0$ and $\operatorname{sinc}0=1$. Then $1-\cos t=2\sin^2(t/2)=\tfrac{t^2}{2}\operatorname{sinc}^2(t/2)$, and for $t\ne0$

$$\frac{R-r_*(t)}{t^2}=\frac{kR\operatorname{sinc}^2(t/2)}{c+2k(1-\cos t)}\longrightarrow\frac{kR}{c}.$$

With $t=2\pi/N$ we have $N^2=4\pi^2/t^2$, so $N^2(R-r_*)\to4\pi^2kR/c$. At fixed $k>0$ the error of a closed ring falls as $1/N^2$. If $k$ is raised with $N$, this rate need not hold, but the closed form for the shift still does.

## The band in Lean

```lean
import Mathlib

open Filter Topology

namespace PlainBandCornerCutting

noncomputable section

/-- Image `j` of the band: the point at angle `j t` on the circle of radius `r`,
with the plane written as `ℂ`. -/
def image (r t : ℝ) (j : ℤ) : ℂ :=
  (r : ℂ) * Complex.exp ((((j : ℝ) * t : ℝ) : ℂ) * Complex.I)

/-- Energy of a circular valley with floor at radius `R` and stiffness `c`. -/
def valleyEnergy (c R : ℝ) (z : ℂ) : ℝ := c / 2 * (‖z‖ - R) ^ 2

/-- Radial valley force `c (R - |z|)` along the outward unit vector `z / |z|`, for `z ≠ 0`. -/
def valleyForce (c R : ℝ) (z : ℂ) : ℂ := ((c * (R - ‖z‖) / ‖z‖ : ℝ) : ℂ) * z

/-- Force on image `j` from the two springs of constant `k` and zero rest length that
join it to its neighbours. -/
def springForce (k : ℝ) (x : ℤ → ℂ) (j : ℤ) : ℂ :=
  (k : ℂ) * (x (j + 1) - x j) + (k : ℂ) * (x (j - 1) - x j)

/-- Total force on image `j` of the plain band: full valley force plus full spring force. -/
def bandForce (c R k : ℝ) (x : ℤ → ℂ) (j : ℤ) : ℂ :=
  valleyForce c R (x j) + springForce k x j

/-- The radius `c R / (c + 2 k (1 - cos t))`, for a nonzero denominator. -/
def bandRadius (c R k t : ℝ) : ℝ := c * R / (c + 2 * k * (1 - Real.cos t))

/-- Away from the origin, the valley force is minus the gradient of the valley energy:
the slope of the energy along any direction `w` is minus the scalar product of force and `w`. -/
theorem valleyForce_eq_neg_gradient (c R : ℝ) {z : ℂ} (hz : z ≠ 0) (w : ℂ) :
    HasDerivAt (fun s : ℝ => valleyEnergy c R (z + (s : ℂ) * w))
      (-((valleyForce c R z).re * w.re + (valleyForce c R z).im * w.im)) 0 := by
  have hn : ∀ u : ℂ, ‖u‖ = √(u.re ^ 2 + u.im ^ 2) := by
    intro u
    rw [← Real.sqrt_sq (norm_nonneg u), Complex.sq_norm, Complex.normSq_apply]
    congr 1
    ring
  have hz' : ‖z‖ ≠ 0 := norm_ne_zero_iff.2 hz
  have h0 : √((z.re + 0 * w.re) ^ 2 + (z.im + 0 * w.im) ^ 2) = ‖z‖ := by
    rw [hn]
    simp
  have hlin : ∀ a b : ℝ, HasDerivAt (fun s : ℝ => a + s * b) b 0 := fun a b =>
    (((hasDerivAt_id' (0 : ℝ)).mul_const b).const_add a).congr_deriv (one_mul _)
  have hq := ((hlin z.re w.re).fun_pow 2).fun_add ((hlin z.im w.im).fun_pow 2)
  have hne : (z.re + 0 * w.re) ^ 2 + (z.im + 0 * w.im) ^ 2 ≠ 0 := by
    intro h
    rw [h, Real.sqrt_zero] at h0
    exact hz' h0.symm
  -- the energy along the line, in Cartesian coordinates
  have hfun : (fun s : ℝ => valleyEnergy c R (z + (s : ℂ) * w)) = fun s : ℝ =>
      c / 2 * (√((z.re + s * w.re) ^ 2 + (z.im + s * w.im) ^ 2) - R) ^ 2 := by
    funext s
    rw [valleyEnergy, hn]
    simp
  rw [hfun]
  refine ((((hq.sqrt hne).sub_const R).fun_pow 2).const_mul (c / 2)).congr_deriv ?_
  simp only [← hn z, valleyForce, Complex.re_ofReal_mul, Complex.im_ofReal_mul,
    Nat.cast_ofNat, show (2 : ℕ) - 1 = 1 from rfl, pow_one, zero_mul, add_zero]
  field_simp
  ring

/-- Every image lies at distance `r` from the centre, for `r > 0`. -/
theorem norm_image {r : ℝ} (hr : 0 < r) (t : ℝ) (j : ℤ) : ‖image r t j‖ = r := by
  rw [image, norm_mul, Complex.norm_exp_ofReal_mul_I, Complex.norm_real,
    Real.norm_of_nonneg hr.le, mul_one]

/-- For the images `image r t`, the two springs together exert on image `j` a force equal to
`-2 k (1 - cos t)` times the position of the image. -/
theorem springForce_image (k r t : ℝ) (j : ℤ) :
    springForce k (image r t) j
      = -((2 * k * (1 - Real.cos t) : ℝ) : ℂ) * image r t j := by
  -- the neighbours are the image rotated by `t` and by `-t`
  have hp : image r t (j + 1)
      = image r t j * (Complex.cos t + Complex.sin t * Complex.I) := by
    rw [← Complex.exp_mul_I, image, image, mul_assoc, ← Complex.exp_add]
    congr 2
    push_cast
    ring
  have hm : image r t (j - 1)
      = image r t j * (Complex.cos (-t) + Complex.sin (-t) * Complex.I) := by
    rw [← Complex.exp_mul_I, image, image, mul_assoc, ← Complex.exp_add]
    congr 2
    push_cast
    ring
  rw [springForce, hp, hm, Complex.cos_neg, Complex.sin_neg]
  push_cast
  ring

/-- The denominator `c + 2 k (1 - cos t)` is positive for `c > 0` and `k ≥ 0`. -/
theorem stiffness_pos {c k : ℝ} (hc : 0 < c) (hk : 0 ≤ k) (t : ℝ) :
    0 < c + 2 * k * (1 - Real.cos t) := by
  have h := mul_nonneg hk (sub_nonneg.2 (Real.cos_le_one t))
  nlinarith

/-- For `c > 0`, `k ≥ 0` and `r > 0`, all images of the plain band are in equilibrium exactly
when `r = c R / (c + 2 k (1 - cos t))`. -/
theorem equilibrium_iff {c k r : ℝ} (hc : 0 < c) (hk : 0 ≤ k) (hr : 0 < r) (R t : ℝ) :
    (∀ j, bandForce c R k (image r t) j = 0) ↔ r = bandRadius c R k t := by
  -- the total force is a real multiple of the position
  have hforce : ∀ j, bandForce c R k (image r t) j
      = ((c * (R - r) / r - 2 * k * (1 - Real.cos t) : ℝ) : ℂ) * image r t j := by
    intro j
    rw [bandForce, springForce_image, valleyForce, norm_image hr]
    push_cast
    ring
  have key : c * (R - r) / r - 2 * k * (1 - Real.cos t) = 0 ↔ r = bandRadius c R k t := by
    rw [bandRadius, eq_div_iff (stiffness_pos hc hk t).ne', sub_eq_zero, div_eq_iff hr.ne']
    constructor <;> intro h <;> linear_combination -h
  have himg : image r t 0 ≠ 0 := norm_ne_zero_iff.1 (by rw [norm_image hr]; exact hr.ne')
  constructor
  · intro h
    have h0 := h 0
    rw [hforce] at h0
    exact key.1 (Complex.ofReal_eq_zero.1 ((mul_eq_zero.1 h0).resolve_right himg))
  · intro h j
    rw [hforce, key.2 h, Complex.ofReal_zero, zero_mul]

/-- The inward shift of the band from the valley floor in closed form, for `c > 0`, `k ≥ 0`. -/
theorem inward_shift {c k : ℝ} (hc : 0 < c) (hk : 0 ≤ k) (R t : ℝ) :
    R - bandRadius c R k t
      = 2 * k * R * (1 - Real.cos t) / (c + 2 * k * (1 - Real.cos t)) := by
  have hD := (stiffness_pos hc hk t).ne'
  rw [bandRadius, eq_div_iff hD, sub_mul, div_mul_cancel₀ _ hD]
  ring

/-- For `c, k, R > 0` and `cos t ≠ 1`, the equilibrium radius is positive and strictly smaller
than `R`, and it falls short of `R` by at most `k R t² / c`. -/
theorem cuts_corner {c k R t : ℝ} (hc : 0 < c) (hk : 0 < k) (hR : 0 < R)
    (ht : Real.cos t ≠ 1) :
    0 < bandRadius c R k t ∧ bandRadius c R k t < R ∧
      R - bandRadius c R k t ≤ k * R * t ^ 2 / c := by
  have hD := stiffness_pos hc hk.le t
  have hu : 0 < 1 - Real.cos t := sub_pos.2 (lt_of_le_of_ne (Real.cos_le_one t) ht)
  have hkR := mul_pos hk hR
  refine ⟨div_pos (mul_pos hc hR) hD, ?_, ?_⟩
  · rw [bandRadius, div_lt_iff₀ hD]
    nlinarith [mul_pos hkR hu]
  · have hcos : 1 - Real.cos t ≤ t ^ 2 / 2 := by
      linarith [Real.one_sub_sq_div_two_le_cos (x := t)]
    have h1 := mul_le_mul_of_nonneg_left hcos (mul_pos hkR hc).le
    have h2 : 0 ≤ k * R * t ^ 2 * (k * (1 - Real.cos t)) := by positivity
    rw [inward_shift hc hk.le, div_le_div_iff₀ hD hc]
    nlinarith

/-- For `c > 0` and `k ≥ 0`, the inward shift divided by `t²` tends to `k R / c` as the angle
`t` between neighbouring images tends to zero. -/
theorem shift_div_sq_tendsto {c k : ℝ} (hc : 0 < c) (hk : 0 ≤ k) (R : ℝ) :
    Tendsto (fun t => (R - bandRadius c R k t) / t ^ 2) (𝓝[≠] 0) (𝓝 (k * R / c)) := by
  have hs : Continuous fun t : ℝ => Real.sinc (t / 2) :=
    Real.continuous_sinc.comp (by fun_prop)
  have hg : Continuous fun t : ℝ =>
      k * R * Real.sinc (t / 2) ^ 2 / (c + 2 * k * (1 - Real.cos t)) :=
    (continuous_const.mul (hs.pow 2)).div (by fun_prop) fun t => (stiffness_pos hc hk t).ne'
  have hlim := (hg.tendsto 0).mono_left (nhdsWithin_le_nhds (s := {0}ᶜ))
  have h0 : k * R * Real.sinc (0 / 2) ^ 2 / (c + 2 * k * (1 - Real.cos 0)) = k * R / c := by
    simp
  rw [h0] at hlim
  refine hlim.congr' ?_
  filter_upwards [self_mem_nhdsWithin] with t ht
  have ht' : t ≠ 0 := ht
  -- half-angle formula: `1 - cos t = (t² / 2) sinc² (t / 2)`
  have hsin : Real.sin (t / 2) = t / 2 * Real.sinc (t / 2) := by
    rw [Real.sinc_of_ne_zero (div_ne_zero ht' two_ne_zero)]
    field_simp
  have h1 := Real.cos_two_mul (t / 2)
  rw [show 2 * (t / 2) = t by ring] at h1
  have h2 := Real.sin_sq_add_cos_sq (t / 2)
  have hu : 1 - Real.cos t = t ^ 2 / 2 * Real.sinc (t / 2) ^ 2 := by
    linear_combination -h1 - 2 * h2
      + 2 * (Real.sin (t / 2) + t / 2 * Real.sinc (t / 2)) * hsin
  rw [inward_shift hc hk, eq_div_iff (pow_ne_zero 2 ht'), div_mul_eq_mul_div]
  congr 1
  linear_combination (-2 * k * R) * hu

/-- For `N` images spaced evenly around the full circle, with `c > 0` and fixed `k ≥ 0`, the
inward shift times `N²` tends to `4 π² k R / c` as `N` grows. -/
theorem ring_shift_tendsto {c k : ℝ} (hc : 0 < c) (hk : 0 ≤ k) (R : ℝ) :
    Tendsto (fun N : ℕ => (N : ℝ) ^ 2 * (R - bandRadius c R k (2 * Real.pi / N))) atTop
      (𝓝 (4 * Real.pi ^ 2 * k * R / c)) := by
  have hpi : Real.pi ≠ 0 := Real.pi_ne_zero
  have hangle : Tendsto (fun N : ℕ => 2 * Real.pi / (N : ℝ)) atTop (𝓝[≠] 0) := by
    refine tendsto_nhdsWithin_iff.2 ⟨tendsto_const_div_atTop_nhds_zero_nat _, ?_⟩
    filter_upwards [eventually_gt_atTop 0] with N hN
    have hN' : (N : ℝ) ≠ 0 := Nat.cast_ne_zero.2 hN.ne'
    exact div_ne_zero (mul_ne_zero two_ne_zero hpi) hN'
  have h := ((shift_div_sq_tendsto hc hk R).comp hangle).const_mul ((2 * Real.pi) ^ 2)
  rw [show 4 * Real.pi ^ 2 * k * R / c = (2 * Real.pi) ^ 2 * (k * R / c) by ring]
  refine h.congr' ?_
  filter_upwards [eventually_gt_atTop 0] with N hN
  have hN' : (N : ℝ) ≠ 0 := Nat.cast_ne_zero.2 hN.ne'
  simp only [Function.comp_apply]
  generalize R - bandRadius c R k (2 * Real.pi / N) = d
  field_simp

end

end PlainBandCornerCutting
```

```lean
#print axioms PlainBandCornerCutting.springForce_image
#print axioms PlainBandCornerCutting.equilibrium_iff
#print axioms PlainBandCornerCutting.cuts_corner
#print axioms PlainBandCornerCutting.ring_shift_tendsto
```

```
'PlainBandCornerCutting.springForce_image' depends on axioms: [propext, Classical.choice, Quot.sound]
'PlainBandCornerCutting.equilibrium_iff' depends on axioms: [propext, Classical.choice, Quot.sound]
'PlainBandCornerCutting.cuts_corner' depends on axioms: [propext, Classical.choice, Quot.sound]
'PlainBandCornerCutting.ring_shift_tendsto' depends on axioms: [propext, Classical.choice, Quot.sound]
```

## Forces and radius as Lean objects

`image r t j` is $x_j$, and `springForce` takes any sequence of points `x : ℤ → ℂ`. The index runs over all integers, so the chain has no ends. For $t=2\pi/N$ the positions repeat after $N$ steps and describe a closed ring.

`bandForce` is the sum of `valleyForce` and `springForce`, without projection. `bandRadius` is the formula for $r_*$; it does not enter the definition of the forces.

`equilibrium_iff` says that, for $c>0$, $k\ge0$ and $r>0$, the force is zero for every `j` if and only if `r = bandRadius c R k t`. It allows any real $R$; the physical case is $R>0$. `cuts_corner` collects positivity, the strict inequality $r_*<R$ and the quadratic bound. `shift_div_sq_tendsto` and `ring_shift_tendsto` are the two limits.

## From directional slopes to force balance

`valleyForce_eq_neg_gradient` writes the norm as a square root of Cartesian squares and differentiates along a line. The condition $z\ne0$ keeps the radicand away from zero.

`springForce_image` expresses the neighbours as rotations of `image r t j` in `hp` and `hm`; the sine terms then cancel. In `equilibrium_iff`, `hforce` is the bracket times the position, `key` solves the bracket for $r$, and `himg` says that the position is nonzero. The forward direction uses only image 0: by symmetry, one balanced image fixes the radius for all.

`stiffness_pos` supplies the positive denominator throughout, and `inward_shift` is the closed form of the shift. `cuts_corner` combines it with Mathlib's bound $1-t^2/2\le\cos t$. `ring_shift_tendsto` substitutes $2\pi/N$ into the small-angle limit, after checking that this angle tends to zero and is nonzero for $N>0$.

## `Real.sinc` turns the limit into an evaluation

The quotient $(R-r_*)/t^2$ has the form $0/0$ at $t=0$, where Lean's division returns 0 instead of the limit. The proof therefore works with a second function, the right-hand side of the `sinc` formula above. Mathlib's `Real.sinc` has the value 1 at zero and is continuous everywhere (`Real.continuous_sinc`), so the second function is continuous too, and its limit at zero is its value there, $kR/c$.

The filter `𝓝[≠] 0` describes an approach to zero through nonzero values. On it the two functions agree, by the half-angle identity `hu`, and `hlim.congr'` carries the limit over to the quotient. No series expansion or l'Hôpital argument is needed.

## Springs with a nonzero rest length

The springs could have been given a rest length $\ell\geq0$. For $0<t\le\pi$ neighbours are $2r\sin(t/2)$ apart, and the balance becomes

$$c(R-r)=2k\,\bigl(2r\sin(t/2)-\ell\bigr)\sin(t/2).$$

The choice $\ell=2R\sin(t/2)$, the spacing of images on the valley floor, makes $r=R$ the solution, and the corner cutting disappears. A fixed $\ell>0$ would instead compress the springs at small $t$ and push the band outward. The formula for $r_*(t)$ thus depends on the zero rest length; an inward shift as such, for $k>0$, only needs $\ell<2R\sin(t/2)$.

## Uniform rings, and what lies beyond them

The equivalence is exact for every angle $t$, including coarse bands, but it compares only evenly spaced configurations on a circle about the valley's centre. It does not exclude other equilibria, and it says nothing about stability or about whether an optimizer reaches this one.

The valley is harmonic across the path and flat along it, so there is no barrier and no saddle point, and the theorems give no error for a barrier height. Fixed end images are also absent: a band clamped at two points of the floor is not described by a single radius $r_*<R$. For a general curved path, the formula is a guide to how the shift depends on stiffness, curvature and spacing, not a bound.
